# The Strang step for finite Hermitian matrices: unitarity, reversibility and cubic local error, with $e^{-itH}$ in closed form when $H^2=E^2$

For finite Hermitian matrices $H$ and $V$, the Strang step
$$S(t)=e^{-itV/2}\,e^{-itH}\,e^{-itV/2}$$
is unitary, has inverse $S(-t)$, and differs from $e^{-it(H+V)}$ by $O(t^3)$ as $t\to0$. If also $H^2=E^2$ with $E\neq0$, then $e^{-itH}=\cos(Et)-iH\sin(Et)/E$. Split-operator propagation of Dirac wave packets uses steps of this kind; the results here cover its finite-dimensional form with time-independent $H$ and $V$.

```lean
import Mathlib

open Matrix Filter Topology Asymptotics
open Complex (I)
open NormedSpace (exp)
open scoped Matrix.Norms.L2Operator

namespace DiracStrangSplitting

noncomputable section

variable {n : Type*} [Fintype n] [DecidableEq n]
```

The index type `n` labels a finite basis, and `Matrix n n ℂ` is the type of complex square matrices over it. Opening `Matrix.Norms.L2Operator` makes $\|A\|$ the operator norm, the largest factor by which $A$ stretches a vector.

```lean
/-- The propagator `exp(-itA)` generated by the matrix `A` over the time `t`. -/
def propagator (A : Matrix n n ℂ) (t : ℝ) : Matrix n n ℂ :=
  exp ((-(I * (t : ℂ))) • A)
```

This defines $U_A(t)=e^{-itA}$, with $\hbar=1$ and real $t$. The sign `•` multiplies a matrix by a scalar.

```lean
/-- The Strang step: half a step with `V`, a full step with `H`, half a step with `V`. -/
def strangStep (H V : Matrix n n ℂ) (t : ℝ) : Matrix n n ℂ :=
  propagator V (t / 2) * propagator H t * propagator V (t / 2)
```

This is $S(t)$: half a step with $V$, a full step with $H$, and half a step with $V$.

```lean
/-- `F(z) = a + z b + z² c + O(z³)` as the complex number `z` tends to `0`. -/
def SecondOrder (F : ℂ → Matrix n n ℂ) (a b c : Matrix n n ℂ) : Prop :=
  (fun z => F z - (a + z • b + z ^ 2 • c)) =O[𝓝 0] fun z : ℂ => z ^ 3
```

A `Prop` is a statement. This one says $F(z)=a+zb+z^2c+O(z^3)$. The notation `=O[𝓝 0]` means that, for $z$ near 0, the norm of the left side is at most a constant times that of the right side.

```lean
/-- The free Dirac Hamiltonian `α·p + βm` at momentum `(px, py, pz)`, in the
standard representation. -/
def diracHamiltonian (m px py pz : ℝ) : Matrix (Fin 4) (Fin 4) ℂ :=
  !![(m : ℂ), 0, pz, px - I * py;
     0, m, px + I * py, -pz;
     pz, px - I * py, -m, 0;
     px + I * py, -pz, 0, -m]
```

This is $\alpha\cdot p+\beta m$ at one fixed momentum, with $c=1$.

```lean
/-- For `m > 0` the free Dirac Hamiltonian is Hermitian and squares to `E²`, where
`E = √(m² + p²)` is positive. -/
theorem diracHamiltonian_witness (m px py pz : ℝ) (hm : 0 < m) :
    (diracHamiltonian m px py pz).IsHermitian ∧
    0 < √(m ^ 2 + px ^ 2 + py ^ 2 + pz ^ 2) ∧
    diracHamiltonian m px py pz * diracHamiltonian m px py pz =
      ((√(m ^ 2 + px ^ 2 + py ^ 2 + pz ^ 2) : ℝ) : ℂ) ^ 2 • 1 := by
  refine ⟨?_, Real.sqrt_pos.2 (by positivity), ?_⟩
  · ext i j
    fin_cases i <;> fin_cases j <;>
      simp [diracHamiltonian, Matrix.conjTranspose_apply, sub_eq_add_neg]
  · rw [← Complex.ofReal_pow, Real.sq_sqrt (by positivity)]
    ext i j
    fin_cases i <;> fin_cases j <;>
      simp [diracHamiltonian, Matrix.mul_apply, Fin.sum_univ_four] <;>
      ring_nf <;> simp only [Complex.I_sq] <;> ring
```

The matrices $\alpha_i$ and $\beta$ anticommute pairwise and square to 1, so the cross terms cancel and $(\alpha\cdot p+\beta m)^2=p^2+m^2=E^2$. Lean checks this entry by entry. The condition `0 < m` describes a massive particle and keeps $E$ positive even at $p=0$. On a momentum grid $E$ varies with $p$, so the closed form below applies to each momentum block separately.

```lean
theorem exp_neg_mul_exp (A : Matrix n n ℂ) : exp (-A) * exp A = 1 := by
  rw [← Matrix.exp_add_of_commute _ _ (Commute.neg_left (Commute.refl A)),
    neg_add_cancel, NormedSpace.exp_zero]
```

Since $A$ commutes with $-A$, the exponents add: $e^{-A}e^{A}=e^0=1$.

```lean
/-- If `H² = E²` with `E ≠ 0`, then `exp(-itH) = cos(Et) - i H sin(Et)/E`. -/
theorem propagator_closed_form {H : Matrix n n ℂ} {E : ℝ} (hE : E ≠ 0)
    (hH : H * H = (E : ℂ) ^ 2 • 1) (t : ℝ) :
    propagator H t = Complex.cos (E * t) • (1 : Matrix n n ℂ)
      - (I * Complex.sin (E * t) / E) • H := by
  have hE' : (E : ℂ) ≠ 0 := Complex.ofReal_ne_zero.2 hE
  let G : ℂ → Matrix n n ℂ := fun z =>
    Complex.cos (E * z) • (1 : Matrix n n ℂ) - (I * Complex.sin (E * z) / E) • H
  -- the product of `exp(izH)` with the closed form has zero derivative
  have hF : ∀ z : ℂ, HasDerivAt (fun u : ℂ => exp (u • (I • H)) * G u) 0 z := by
    intro z
    have hl : HasDerivAt (fun u : ℂ => (E : ℂ) * u) E z := by
      simpa using (hasDerivAt_id' z).const_mul (E : ℂ)
    have hG := (hl.ccos.smul_const (1 : Matrix n n ℂ)).fun_sub
      (((hl.csin.const_mul I).div_const (E : ℂ)).smul_const H)
    refine ((hasDerivAt_exp_smul_const (I • H) z).fun_mul hG).congr_deriv ?_
    have h1 : I * (I * Complex.sin (E * z) / E) * (E : ℂ) ^ 2
        = -(Complex.sin (E * z) * E) := by
      have h : I * (I * Complex.sin (E * z) / E) * (E : ℂ) ^ 2
          = I ^ 2 * (Complex.sin (E * z) * E) := by field_simp
      rw [h, Complex.I_sq]; ring
    have h2 : I * (Complex.cos (E * z) * E) / E = I * Complex.cos (E * z) := by
      field_simp
    rw [mul_assoc, ← mul_add]
    convert mul_zero _ using 2
    simp only [mul_sub, smul_mul_assoc, mul_smul_comm, mul_one, hH]
    linear_combination (norm := module) -(h1 • (1 : Matrix n n ℂ)) - h2 • H
  have hc : exp ((t : ℂ) • (I • H)) * G t = 1 := by
    have h := is_const_of_deriv_eq_zero (fun z => (hF z).differentiableAt)
      (fun z => (hF z).deriv) (t : ℂ) 0
    simpa [G] using h
  have hX : (-(I * (t : ℂ))) • H = -((t : ℂ) • (I • H)) := by module
  calc propagator H t
      = exp (-((t : ℂ) • (I • H))) * (exp ((t : ℂ) • (I • H)) * G t) := by
        rw [hc, mul_one, propagator, hX]
    _ = G t := by rw [← mul_assoc, exp_neg_mul_exp, one_mul]
```

The hypotheses `hE` and `hH` are $E\ne0$ and $H^2=E^2\cdot 1$; Hermiticity is not needed. Let
$$G(z)=\cos(Ez)-\frac{i\sin(Ez)}{E}H .$$
Then $G'(z)=-E\sin(Ez)-i\cos(Ez)H$, while $H^2=E^2$ gives
$$iHG(z)=i\cos(Ez)H+E\sin(Ez)=-G'(z).$$
Hence
$$\frac{d}{dz}\left[e^{izH}G(z)\right]=e^{izH}\left(iHG+G'\right)=0 .$$
The product is constant and equals 1 at $z=0$. Multiplying $e^{itH}G(t)=1$ from the left by $e^{-itH}$ gives $G(t)=e^{-itH}$. In the code, `hF` is the zero derivative, `hc` the constant product, and the final `calc` block the multiplication.

```lean
theorem propagator_neg_mul (A : Matrix n n ℂ) (t : ℝ) :
    propagator A (-t) * propagator A t = 1 := by
  have h : (-(I * ((-t : ℝ) : ℂ))) • A = -((-(I * (t : ℂ))) • A) := by
    push_cast; module
  rw [propagator, propagator, h, exp_neg_mul_exp]
```

This is $U_A(-t)U_A(t)=1$, from the previous exponential identity.

```lean
/-- The propagator of a Hermitian matrix is unitary. -/
theorem propagator_unitary {A : Matrix n n ℂ} (hA : A.IsHermitian) (t : ℝ) :
    propagator A t ∈ unitaryGroup n ℂ := by
  have h : star (propagator A t) = propagator A (-t) := by
    rw [star_eq_conjTranspose, propagator, propagator, ← Matrix.exp_conjTranspose,
      conjTranspose_smul, hA.eq]
    simp
  rw [mem_unitaryGroup_iff', h, propagator_neg_mul]
```

For $A^\dagger=A$, taking the adjoint reverses the sign of $i$, so $U_A(t)^\dagger=U_A(-t)$. Therefore $U_A(t)^\dagger U_A(t)=1$, which is membership in `unitaryGroup n ℂ`.

```lean
/-- The Strang step is time-reversible: the step over `-t` undoes the step over `t`. -/
theorem strangStep_neg_mul (H V : Matrix n n ℂ) (t : ℝ) :
    strangStep H V (-t) * strangStep H V t = 1 := by
  have hV := propagator_neg_mul V (t / 2)
  rw [strangStep, strangStep, neg_div]
  calc _ = propagator V (-(t / 2)) * (propagator H (-t) *
        ((propagator V (-(t / 2)) * propagator V (t / 2)) *
          (propagator H t * propagator V (t / 2)))) := by simp only [mul_assoc]
    _ = propagator V (-(t / 2)) * ((propagator H (-t) * propagator H t) *
          propagator V (t / 2)) := by rw [hV, one_mul, mul_assoc]
    _ = 1 := by rw [propagator_neg_mul, one_mul, hV]
```

The factors cancel from the inside outwards:
$$e^{itV/2}e^{itH}\left(e^{itV/2}e^{-itV/2}\right)e^{-itH}e^{-itV/2}=1 .$$
In the `calc` block the first line regroups the factors, the second removes the inner $V$ pair, and the third removes the $H$ pair and then the outer $V$ pair. Replacing $t$ by $-t$ gives the product in the other order. No Hermiticity is assumed.

```lean
/-- For Hermitian `H` and `V` the Strang step is unitary. -/
theorem strangStep_unitary {H V : Matrix n n ℂ} (hH : H.IsHermitian)
    (hV : V.IsHermitian) (t : ℝ) : strangStep H V t ∈ unitaryGroup n ℂ :=
  mul_mem (mul_mem (propagator_unitary hV _) (propagator_unitary hH _))
    (propagator_unitary hV _)
```

A product of unitary matrices is unitary; `mul_mem` says this for two factors and is used twice.

Hermiticity matters here. Take $1\times1$ matrices with $H=0$ and $V=i$. Then $S(t)=e^{t}$, which is not unitary for $t\neq0$, although $S(-t)S(t)=1$ still holds.

```lean
theorem isBigO_of_deriv {f f' : ℂ → Matrix n n ℂ} {k : ℕ}
    (hf : ∀ z, HasDerivAt f (f' z) z) (h0 : f 0 = 0)
    (h : f' =O[𝓝 0] fun z : ℂ => z ^ k) : f =O[𝓝 0] fun z : ℂ => z ^ (k + 1) := by
  obtain ⟨C, hC0, hC⟩ := h.exists_nonneg
  obtain ⟨ε, hε, hb⟩ := Metric.eventually_nhds_iff_ball.1 hC.bound
  refine IsBigO.of_bound C ?_
  filter_upwards [Metric.ball_mem_nhds (0 : ℂ) hε] with z hz
  -- mean value inequality on the disc of radius `‖z‖`
  have hm := (convex_closedBall (0 : ℂ) ‖z‖).norm_image_sub_le_of_norm_hasDerivWithin_le
    (f := f) (f' := f') (C := C * ‖z‖ ^ k) (x := 0) (y := z)
    (fun w _ => (hf w).hasDerivWithinAt)
    (fun w hw => by
      have hw' : ‖w‖ ≤ ‖z‖ := by simpa using hw
      have hz' : ‖z‖ < ε := by simpa using hz
      have hwb := hb w (by simpa using lt_of_le_of_lt hw' hz')
      rw [norm_pow] at hwb
      exact hwb.trans (by gcongr))
    (by simp) (by simp)
  rw [h0, sub_zero, sub_zero] at hm
  rwa [norm_pow, pow_succ, ← mul_assoc]
```

If $f(0)=0$ and $\|f'(w)\|\le C|w|^k$ near 0, the mean value inequality on the disc $|w|\le|z|$ gives
$$\|f(z)\|\le C|z|^k\,|z|=C|z|^{k+1}.$$

```lean
/-- The exponential has the expansion `exp(zA) = 1 + zA + z²A²/2 + O(z³)`. -/
theorem exp_secondOrder (A : Matrix n n ℂ) :
    SecondOrder (fun z => exp (z • A)) 1 A ((1 / 2 : ℂ) • (A * A)) := by
  have hd : ∀ z : ℂ, HasDerivAt (fun u : ℂ => exp (u • A)) (exp (z • A) * A) z :=
    fun z => hasDerivAt_exp_smul_const A z
  have hc : Continuous fun u : ℂ => exp (u • A) :=
    continuous_iff_continuousAt.2 fun z => (hd z).continuousAt
  have hA : (fun _ : ℂ => A) =O[𝓝 0] fun _ : ℂ => (1 : ℂ) :=
    isBigO_const_const A one_ne_zero _
  -- each integration gains one power of `z`
  have h1 : (fun z : ℂ => exp (z • A) - 1) =O[𝓝 0] fun z : ℂ => z ^ (0 + 1) :=
    isBigO_of_deriv (fun z => (hd z).sub_const 1) (by simp)
      ((((hc.mul continuous_const).tendsto 0).isBigO_one ℂ).congr_right
        fun z => (pow_zero z).symm)
  have d2 : ∀ z : ℂ, HasDerivAt (fun u : ℂ => exp (u • A) - 1 - u • A)
      ((exp (z • A) - 1) * A) z := fun z =>
    (((hd z).sub_const 1).fun_sub ((hasDerivAt_id' z).smul_const A)).congr_deriv
      (by rw [sub_mul, one_mul, one_smul])
  have h2 := isBigO_of_deriv d2 (by simp) ((h1.mul hA).congr_right fun z => mul_one _)
  have d3 : ∀ z : ℂ, HasDerivAt
      (fun u : ℂ => exp (u • A) - 1 - u • A - u ^ 2 • ((1 / 2 : ℂ) • (A * A)))
      ((exp (z • A) - 1 - z • A) * A) z := fun z =>
    ((d2 z).fun_sub ((hasDerivAt_pow 2 z).smul_const _)).congr_deriv (by
      have h : ((2 : ℕ) : ℂ) * z ^ (2 - 1) = 2 * z := by norm_num
      rw [h]
      simp only [sub_mul, one_mul, smul_mul_assoc]
      module)
  have h3 := isBigO_of_deriv d3 (by simp) ((h2.mul hA).congr_right fun z => mul_one _)
  exact h3.congr_left fun z => by abel
```

Apply the previous lemma to three remainders in turn:

- $r_0=e^{zA}-1$ has the bounded derivative $e^{zA}A$ near 0, so $r_0=O(z)$.
- $r_1=r_0-zA$ has derivative $r_0A$, so $r_1=O(z^2)$.
- $r_2=r_1-z^2A^2/2$ has derivative $r_1A$, so $r_2=O(z^3)$.

These are `h1`, `h2` and `h3`.

```lean
/-- Second-order expansions multiply like polynomials truncated after `z²`. -/
theorem SecondOrder.mul {F G : ℂ → Matrix n n ℂ} {a b c a' b' c' : Matrix n n ℂ}
    (hF : SecondOrder F a b c) (hG : SecondOrder G a' b' c') (hc : Continuous G) :
    SecondOrder (fun z => F z * G z) (a * a') (a * b' + b * a')
      (a * c' + b * b' + c * a') := by
  have hP : Continuous fun z : ℂ => a + z • b + z ^ 2 • c := by fun_prop
  have hR : Continuous fun z : ℂ => b * c' + c * b' + z • (c * c') := by fun_prop
  have h1 := (IsBigO.mul hF ((hc.tendsto 0).isBigO_one ℂ)).congr_right
    fun z => mul_one _
  have h2 := (IsBigO.mul ((hP.tendsto 0).isBigO_one ℂ) hG).congr_right
    fun z => one_mul _
  have h3 := ((isBigO_refl (fun z : ℂ => z ^ 3) (𝓝 0)).smul
    ((hR.tendsto 0).isBigO_one ℂ)).congr_right fun z => mul_one _
  have key : ∀ z : ℂ, (F z - (a + z • b + z ^ 2 • c)) * G z
      + (a + z • b + z ^ 2 • c) * (G z - (a' + z • b' + z ^ 2 • c'))
      + z ^ 3 • (b * c' + c * b' + z • (c * c'))
      = F z * G z - (a * a' + z • (a * b' + b * a')
        + z ^ 2 • (a * c' + b * b' + c * a')) := by
    intro z
    simp only [mul_add, add_mul, mul_sub, sub_mul, smul_mul_assoc, mul_smul_comm]
    module
  exact ((h1.add h2).add h3).congr_left key
```

Write $P=a+zb+z^2c$ and $Q=a'+zb'+z^2c'$. The error of the truncated product is
$$(F-P)G+P(G-Q)+z^3\left(bc'+cb'+z\,cc'\right).$$
Each term is $O(z^3)$, because $G$ and $P$ are bounded near 0. The identity is `key`.

```lean
/-- Local error: the Strang step differs from `exp(-it(H+V))` by `O(t³)` as `t → 0`. -/
theorem strangStep_local_error (H V : Matrix n n ℂ) :
    (fun t : ℝ => strangStep H V t - propagator (H + V) t) =O[𝓝 0]
      fun t : ℝ => t ^ 3 := by
  have hc : ∀ A : Matrix n n ℂ, Continuous fun z : ℂ => exp (z • A) := fun A =>
    continuous_iff_continuousAt.2 fun z => (hasDerivAt_exp_smul_const A z).continuousAt
  have hX := exp_secondOrder ((1 / 2 : ℂ) • V)
  have hS := (hX.mul (exp_secondOrder H) (hc H)).mul hX (hc _)
  -- the two expansions have the same coefficients
  have hD : (fun z : ℂ => exp (z • ((1 / 2 : ℂ) • V)) * exp (z • H) *
      exp (z • ((1 / 2 : ℂ) • V)) - exp (z • (H + V))) =O[𝓝 0] fun z : ℂ => z ^ 3 := by
    refine (IsBigO.sub hS (exp_secondOrder (H + V))).congr_left fun z => ?_
    simp only [mul_add, add_mul, smul_mul_assoc, mul_smul_comm, one_mul, mul_one]
    module
  have ht : Tendsto (fun t : ℝ => -(I * (t : ℂ))) (𝓝 0) (𝓝 0) := by
    have h : Continuous fun t : ℝ => -(I * (t : ℂ)) := by fun_prop
    simpa using h.tendsto 0
  refine ((hD.comp_tendsto ht).congr_left fun t => ?_).trans
    (IsBigO.of_bound 1 (Eventually.of_forall fun t => by simp))
  have h : (-(I * ((t / 2 : ℝ) : ℂ))) • V = (-(I * (t : ℂ))) • ((1 / 2 : ℂ) • V) := by
    push_cast; module
  simp only [Function.comp_apply, strangStep, propagator, h]
```

Multiplying the expansions of $e^{zV/2}$, $e^{zH}$ and $e^{zV/2}$ gives first-order coefficient $H+V$ and second-order coefficient
$$\tfrac18V^2+\tfrac12\left(\tfrac12V+H\right)V+\tfrac12H^2+\tfrac12VH+\tfrac18V^2=\tfrac12(H+V)^2 .$$
These are the coefficients of $e^{z(H+V)}$, so the difference is $O(z^3)$; this is `hD`. Setting $z=-it$, with $|z|=|t|$, gives the claim for arbitrary $H$ and $V$. The constant may depend on both, so the theorem gives no bound that is uniform under grid refinement.

```lean
theorem norm_pow_sub_pow_le {S U : Matrix n n ℂ} (hS : S ∈ unitaryGroup n ℂ)
    (hU : U ∈ unitaryGroup n ℂ) (N : ℕ) : ‖S ^ N - U ^ N‖ ≤ N * ‖S - U‖ := by
  induction N with
  | zero => simp
  | succ N ih =>
    have h : S ^ (N + 1) - U ^ (N + 1) = S ^ N * (S - U) + (S ^ N - U ^ N) * U := by
      rw [pow_succ, pow_succ, mul_sub, sub_mul]; abel
    calc ‖S ^ (N + 1) - U ^ (N + 1)‖
        ≤ ‖S ^ N * (S - U)‖ + ‖(S ^ N - U ^ N) * U‖ := by rw [h]; exact norm_add_le _ _
      _ = ‖S - U‖ + ‖S ^ N - U ^ N‖ := by
        rw [CStarRing.norm_mem_unitary_mul _ (pow_mem hS N),
          CStarRing.norm_mul_mem_unitary _ hU]
      _ ≤ ((N + 1 : ℕ) : ℝ) * ‖S - U‖ := by push_cast; linarith
```

For unitary $S$ and $U$,
$$S^{N+1}-U^{N+1}=S^N(S-U)+(S^N-U^N)U .$$
Multiplication by a unitary matrix preserves the norm, so each step adds at most $\|S-U\|$. Induction gives $\|S^N-U^N\|\le N\|S-U\|$.

```lean
/-- Global error: for Hermitian `H` and `V`, `N` Strang steps of length `T/N` reproduce
`exp(-iT(H+V))` up to `O(1/N²)`. -/
theorem strangStep_global_error {H V : Matrix n n ℂ} (hH : H.IsHermitian)
    (hV : V.IsHermitian) (T : ℝ) :
    (fun N : ℕ => strangStep H V (T / N) ^ N - propagator (H + V) T) =O[atTop]
      fun N : ℕ => 1 / (N : ℝ) ^ 2 := by
  obtain ⟨C, hC⟩ := ((strangStep_local_error H V).comp_tendsto
    (tendsto_const_div_atTop_nhds_zero_nat T)).bound
  refine IsBigO.of_bound (C * |T| ^ 3) ?_
  filter_upwards [hC, eventually_gt_atTop 0] with N hN hpos
  have hN0 : (N : ℝ) ≠ 0 := by positivity
  have hN1 : (N : ℂ) ≠ 0 := by exact_mod_cast hpos.ne'
  have hU : propagator (H + V) T = propagator (H + V) (T / N) ^ N := by
    rw [propagator, propagator, ← Matrix.exp_nsmul, ← Nat.cast_smul_eq_nsmul ℂ, smul_smul]
    have h : (N : ℂ) * -(I * ((T / N : ℝ) : ℂ)) = -(I * (T : ℂ)) := by
      push_cast; field_simp
    rw [h]
  simp only [Function.comp_apply, norm_pow, norm_div, Real.norm_eq_abs,
    Nat.abs_cast] at hN
  rw [hU]
  calc _ ≤ N * ‖strangStep H V (T / N) - propagator (H + V) (T / N)‖ :=
        norm_pow_sub_pow_le (strangStep_unitary hH hV _)
          (propagator_unitary (hH.add hV) _) N
    _ ≤ N * (C * (|T| / N) ^ 3) := by gcongr
    _ = C * |T| ^ 3 * ‖1 / (N : ℝ) ^ 2‖ := by
        rw [Real.norm_of_nonneg (by positivity)]
        field_simp

end

end DiracStrangSplitting
```

Fix the total time $T$ and let $N\to\infty$, written `atTop`. Since $U_{H+V}(T)=U_{H+V}(T/N)^N$, the last two results give, for large $N$,
$$\|S(T/N)^N-U_{H+V}(T)\|\le N\,C\left(\frac{|T|}{N}\right)^3=\frac{C|T|^3}{N^2}.$$

The propagator could also have been modelled as the solution of $i\,\dot U=AU$ with $U(0)=1$. For constant $A$ this is the same matrix, and the closed form would follow from uniqueness of the solution. The definition would then extend to time-dependent Hamiltonians, but the composition rule $U(T)=U(T/N)^N$ would no longer hold in general.

```lean
#print axioms DiracStrangSplitting.propagator_closed_form
#print axioms DiracStrangSplitting.strangStep_neg_mul
#print axioms DiracStrangSplitting.strangStep_local_error
#print axioms DiracStrangSplitting.strangStep_global_error
```

```
'DiracStrangSplitting.propagator_closed_form' depends on axioms: [propext, Classical.choice, Quot.sound]
'DiracStrangSplitting.strangStep_neg_mul' depends on axioms: [propext, Classical.choice, Quot.sound]
'DiracStrangSplitting.strangStep_local_error' depends on axioms: [propext, Classical.choice, Quot.sound]
'DiracStrangSplitting.strangStep_global_error' depends on axioms: [propext, Classical.choice, Quot.sound]
```
